# The heat-current kernel of a linearised d-wave node has a momentum integral independent of the scattering rate

## Node, broadening and kernel

Near a node of a d-wave gap, let \(x\) be the momentum across the Fermi surface and \(y\) the momentum along it, both measured from the node, with \(\hbar=1\). The Fermi velocity is \(v>0\) and the gap velocity, the slope of the gap along the Fermi surface, is \(w>0\). The quasiparticle Hamiltonian is

\[
H(x,y)=v x\,\sigma_z+w y\,\sigma_x ,\qquad H^2=E^2\,\mathbb 1,\qquad E^2=v^2x^2+w^2y^2 ,
\]

where \(\sigma_z,\sigma_x\) are Pauli matrices in particle-hole space. Impurities enter through one constant \(\Gamma>0\), an energy, here called the scattering rate. It stands for the broadening of zero-energy states by scattering, taken to be the same at all momenta and proportional to the identity matrix. The Green's function and spectral matrix at zero energy are

\[
G=(i\Gamma-H)^{-1},\qquad A=\tfrac{i}{2}\,(G-G^\dagger).
\]

There is no factor \(1/\pi\) in \(A\). With the velocity matrices \(V_x=\partial_xH=v\sigma_z\) and \(V_y=\partial_yH=w\sigma_x\), the heat-current kernel is

\[
K(x,y)=\tfrac12\,\mathrm{Re}\,\mathrm{tr}\,(A V_x A V_x+A V_y A V_y).
\]

## An integral without \(\Gamma\)

For all positive \(\Gamma,v,w\), the kernel is integrable over the plane and

\[
\int_{\mathbb R^2}K\,dx\,dy=\int_{\mathbb R^2}\frac{\Gamma^2(v^2+w^2)}{(\Gamma^2+v^2x^2+w^2y^2)^2}\,dx\,dy=\pi\left(\frac vw+\frac wv\right).
\]

The value is at least \(2\pi\), and equals \(2\pi\) exactly when \(v=w\).

## The momentum sum in a transport code

At temperatures with \(k_BT\ll\Gamma\), a code that obtains the thermal conductivity of non-interacting quasiparticles from a bare current bubble can sum the zero-energy \(\mathrm{tr}(AVAV)\) over a momentum grid. Close to a node, and for \(\Gamma\) well below the energy where the dispersion stops being linear, the identity gives the value that this sum, taken over both current directions, should approach, up to the prefactors of the code.

The peak of \(K\) has widths of order \(\Gamma/v\) in \(x\) and \(\Gamma/w\) in \(y\), and the grid should resolve both. On a uniform grid, spacings of half these lengths already give an accurate sum. If \(\Gamma\) is lowered on a fixed finite grid, the sum eventually fails in one of two ways. It grows as \(1/\Gamma^2\) if a grid point sits on the node, and falls as \(\Gamma^2\) if none does. A drift of the result with \(\Gamma\) is therefore a useful sign of poor resolution.

A cutoff also leaves a trace. Keeping only \(E\le\Lambda\) lowers the integral by the fraction \(\Gamma^2/(\Gamma^2+\Lambda^2)\), as the radial integral below shows when it is stopped at \(\Lambda\).

## From the matrix inverse to the plane integral

Since \(H^2=E^2\mathbb 1\), the cross terms cancel in

\[
(i\Gamma-H)(-i\Gamma-H)=(\Gamma^2+E^2)\,\mathbb 1,
\qquad\text{so}\qquad
G=-\frac{i\Gamma+H}{\Gamma^2+E^2}.
\]

\(H\) is Hermitian and drops out of \(G-G^\dagger=-2i\Gamma\,\mathbb 1/(\Gamma^2+E^2)\). Hence

\[
A=\frac{\Gamma}{\Gamma^2+E^2}\,\mathbb 1 .
\]

With \(V_x^2=v^2\mathbb 1\), \(V_y^2=w^2\mathbb 1\) and \(\mathrm{tr}\,\mathbb 1=2\), the kernel becomes

\[
K=\frac{\Gamma^2(v^2+w^2)}{(\Gamma^2+E^2)^2}.
\]

For convergence, note that

\[
(\Gamma^2+v^2x^2+w^2y^2)^2\ge(\Gamma^2+v^2x^2)(\Gamma^2+w^2y^2),
\]

so the inverse of the left side is bounded by a product of two integrable one-dimensional Lorentzians.

To find the value, substitute \(X=vx\), \(Y=wy\), which gives a factor \(1/(vw)\), and use polar coordinates:

\[
\int_{\mathbb R^2}\frac{dx\,dy}{(\Gamma^2+E^2)^2}
=\frac{2\pi}{vw}\int_0^\infty\frac{r\,dr}{(\Gamma^2+r^2)^2}
=\frac{2\pi}{vw}\left[-\frac{1}{2(\Gamma^2+r^2)}\right]_0^\infty
=\frac{\pi}{vw\,\Gamma^2}.
\]

Multiplying by \(\Gamma^2(v^2+w^2)\) cancels \(\Gamma\) and leaves \(\pi(v^2+w^2)/(vw)=\pi(v/w+w/v)\). The lower bound follows from

\[
\frac vw+\frac wv=2+\frac{(v-w)^2}{vw}.
\]

## The same steps in Lean

The matrix part starts with `nodalH_sq`, which checks \(H^2=E^2\mathbb 1\) entry by entry. `green_eq` multiplies \(i\Gamma-H\) by the proposed inverse, finds the identity, and concludes with `Matrix.inv_eq_right_inv`. `spectral_eq` shows that \(H\) is Hermitian and cancels it between \(G\) and \(G^\dagger\). `heatKernel_eq` then evaluates the trace.

The analysis starts with `integrable_cone`, where `mul_prod` makes the product of Lorentzians integrable and `mono'` transfers this to the smaller function. `integral_isotropic` handles \(v=w=1\): it changes to polar coordinates, splits radius from angle, and evaluates the radial integral from the antiderivative above. `integral_cone` writes the plane integral as an iterated one and rescales each axis with `Measure.integral_comp_mul_left`, which produces the factors \(1/w\) and \(1/v\).

`universal_heat_transport` combines the closed kernel with this integral. `heat_transport_lower_bound` uses the square \((v-w)^2\) for both the bound and the equality case.

```lean
import Mathlib

open MeasureTheory Matrix Set Filter Topology
open scoped Real

namespace UniversalNodalHeatTransport

noncomputable section

/-- Hamiltonian of a quasiparticle near a d-wave node, with momenta `x` across and `y` along the
Fermi surface, Fermi velocity `v` and gap velocity `w`. -/
def nodalH (v w x y : ℝ) : Matrix (Fin 2) (Fin 2) ℂ :=
  !![(v * x : ℂ), (w * y : ℂ); (w * y : ℂ), -(v * x : ℂ)]

/-- Retarded Green's function at zero energy with impurity scattering rate `Γ`, the inverse of
`iΓ - H`, meant for `Γ > 0`. -/
def green (Γ v w x y : ℝ) : Matrix (Fin 2) (Fin 2) ℂ :=
  ((Complex.I * Γ) • (1 : Matrix (Fin 2) (Fin 2) ℂ) - nodalH v w x y)⁻¹

/-- Spectral matrix at zero energy, `(i/2)(G - G†)`, which is `i` times the anti-Hermitian part of
the Green's function, meant for `Γ > 0`. -/
def spectral (Γ v w x y : ℝ) : Matrix (Fin 2) (Fin 2) ℂ :=
  (Complex.I / 2) • (green Γ v w x y - (green Γ v w x y)ᴴ)

/-- Heat-current kernel at zero energy: half the real part of the trace of `A V A V`, summed over
the two velocity matrices `V = ∂H/∂x = H(1,0)` and `V = ∂H/∂y = H(0,1)`, meant for `Γ > 0`. -/
def heatKernel (Γ v w x y : ℝ) : ℝ :=
  (1 / 2) * (trace (spectral Γ v w x y * nodalH v w 1 0 * spectral Γ v w x y * nodalH v w 1 0)
    + trace (spectral Γ v w x y * nodalH v w 0 1 * spectral Γ v w x y * nodalH v w 0 1)).re

/-- The nodal Hamiltonian squares to the Dirac-cone dispersion `v²x² + w²y²` times the identity. -/
theorem nodalH_sq (v w x y : ℝ) : nodalH v w x y * nodalH v w x y =
    ((v ^ 2 * x ^ 2 + w ^ 2 * y ^ 2 : ℝ) : ℂ) • (1 : Matrix (Fin 2) (Fin 2) ℂ) := by
  ext i j
  fin_cases i <;> fin_cases j <;>
    simp [nodalH, Matrix.mul_apply, Fin.sum_univ_succ] <;> ring

/-- For `Γ > 0` the Green's function is `-(iΓ + H)` divided by `Γ² + v²x² + w²y²`. -/
theorem green_eq {Γ : ℝ} (hΓ : 0 < Γ) (v w x y : ℝ) : green Γ v w x y =
    (((Γ ^ 2 + v ^ 2 * x ^ 2 + w ^ 2 * y ^ 2)⁻¹ : ℝ) : ℂ) •
      ((-(Complex.I * Γ)) • (1 : Matrix (Fin 2) (Fin 2) ℂ) - nodalH v w x y) := by
  have hD : Γ ^ 2 + v ^ 2 * x ^ 2 + w ^ 2 * y ^ 2 ≠ 0 := by positivity
  -- the product (iΓ - H)(-iΓ - H) is a multiple of the identity
  have hmul : ((Complex.I * Γ) • (1 : Matrix (Fin 2) (Fin 2) ℂ) - nodalH v w x y) *
      ((-(Complex.I * Γ)) • (1 : Matrix (Fin 2) (Fin 2) ℂ) - nodalH v w x y) =
      (((v ^ 2 * x ^ 2 + w ^ 2 * y ^ 2 : ℝ) : ℂ) - (Complex.I * Γ) ^ 2) •
        (1 : Matrix (Fin 2) (Fin 2) ℂ) := by
    simp only [sub_mul, mul_sub, Matrix.smul_mul, Matrix.mul_smul, Matrix.one_mul,
      Matrix.mul_one, nodalH_sq]
    module
  have hs : ((v ^ 2 * x ^ 2 + w ^ 2 * y ^ 2 : ℝ) : ℂ) - (Complex.I * Γ) ^ 2 =
      ((Γ ^ 2 + v ^ 2 * x ^ 2 + w ^ 2 * y ^ 2 : ℝ) : ℂ) := by
    push_cast
    linear_combination (-(Γ : ℂ) ^ 2) * Complex.I_sq
  apply Matrix.inv_eq_right_inv
  rw [Matrix.mul_smul, hmul, hs, smul_smul, ← Complex.ofReal_mul, inv_mul_cancel₀ hD,
    Complex.ofReal_one, one_smul]

/-- For `Γ > 0` the spectral matrix is a Lorentzian of width `Γ` times the identity. -/
theorem spectral_eq {Γ : ℝ} (hΓ : 0 < Γ) (v w x y : ℝ) : spectral Γ v w x y =
    ((Γ / (Γ ^ 2 + v ^ 2 * x ^ 2 + w ^ 2 * y ^ 2) : ℝ) : ℂ) •
      (1 : Matrix (Fin 2) (Fin 2) ℂ) := by
  have hH : (nodalH v w x y)ᴴ = nodalH v w x y := by
    ext i j
    fin_cases i <;> fin_cases j <;> simp [nodalH]
  have h1 : star (((Γ ^ 2 + v ^ 2 * x ^ 2 + w ^ 2 * y ^ 2)⁻¹ : ℝ) : ℂ) =
      (((Γ ^ 2 + v ^ 2 * x ^ 2 + w ^ 2 * y ^ 2)⁻¹ : ℝ) : ℂ) := Complex.conj_ofReal _
  have h2 : star (-(Complex.I * (Γ : ℂ))) = Complex.I * Γ := by simp [mul_comm]
  have hs : -(Complex.I ^ 2) * Γ * (((Γ ^ 2 + v ^ 2 * x ^ 2 + w ^ 2 * y ^ 2)⁻¹ : ℝ) : ℂ) =
      ((Γ / (Γ ^ 2 + v ^ 2 * x ^ 2 + w ^ 2 * y ^ 2) : ℝ) : ℂ) := by
    rw [Complex.I_sq]
    push_cast
    ring
  -- the Hamiltonian part cancels between G and G†
  rw [spectral, green_eq hΓ, conjTranspose_smul, conjTranspose_sub, conjTranspose_smul,
    conjTranspose_one, hH, h1, h2, ← hs]
  module

/-- For `Γ > 0` the heat-current kernel is `Γ²(v² + w²)/(Γ² + v²x² + w²y²)²`. -/
theorem heatKernel_eq {Γ : ℝ} (hΓ : 0 < Γ) (v w x y : ℝ) : heatKernel Γ v w x y =
    Γ ^ 2 * (v ^ 2 + w ^ 2) / (Γ ^ 2 + v ^ 2 * x ^ 2 + w ^ 2 * y ^ 2) ^ 2 := by
  have ht : trace (spectral Γ v w x y * nodalH v w 1 0 * spectral Γ v w x y * nodalH v w 1 0)
      + trace (spectral Γ v w x y * nodalH v w 0 1 * spectral Γ v w x y * nodalH v w 0 1) =
      ((2 * (Γ ^ 2 * (v ^ 2 + w ^ 2) /
        (Γ ^ 2 + v ^ 2 * x ^ 2 + w ^ 2 * y ^ 2) ^ 2) : ℝ) : ℂ) := by
    simp only [spectral_eq hΓ, Matrix.smul_mul, Matrix.mul_smul, Matrix.one_mul,
      Matrix.mul_one, nodalH_sq, trace_smul, trace_one, Fintype.card_fin, smul_eq_mul]
    push_cast
    simp only [div_eq_mul_inv, ← inv_pow]
    ring
  rw [heatKernel, ht, Complex.ofReal_re]
  ring

/-- For positive `Γ`, `v`, `w` the function `1/(Γ² + v²x² + w²y²)²` is integrable over the momentum
plane. -/
theorem integrable_cone {Γ v w : ℝ} (hΓ : 0 < Γ) (hv : 0 < v) (hw : 0 < w) :
    Integrable (fun p : ℝ × ℝ => ((Γ ^ 2 + v ^ 2 * p.1 ^ 2 + w ^ 2 * p.2 ^ 2) ^ 2)⁻¹) := by
  have lor : ∀ u : ℝ, 0 < u → Integrable (fun x : ℝ => (Γ ^ 2 + u ^ 2 * x ^ 2)⁻¹) := by
    intro u hu
    have h := (integrable_inv_one_add_sq.comp_mul_left' (div_pos hu hΓ).ne').const_mul (Γ ^ 2)⁻¹
    refine h.congr (Eventually.of_forall fun x => ?_)
    change (Γ ^ 2)⁻¹ * (1 + (u / Γ * x) ^ 2)⁻¹ = (Γ ^ 2 + u ^ 2 * x ^ 2)⁻¹
    rw [← mul_inv]
    congr 1
    field_simp
  -- a product of two one-dimensional Lorentzians dominates
  have hprod : Integrable (fun p : ℝ × ℝ =>
      (Γ ^ 2 + v ^ 2 * p.1 ^ 2)⁻¹ * (Γ ^ 2 + w ^ 2 * p.2 ^ 2)⁻¹) :=
    (lor v hv).mul_prod (lor w hw)
  refine hprod.mono' (Measurable.aestronglyMeasurable (by fun_prop))
    (Eventually.of_forall fun p => ?_)
  have ha : 0 ≤ v ^ 2 * p.1 ^ 2 := by positivity
  have hb : 0 ≤ w ^ 2 * p.2 ^ 2 := by positivity
  rw [Real.norm_of_nonneg (by positivity), ← mul_inv]
  apply inv_anti₀ (by positivity)
  rw [sq (Γ ^ 2 + v ^ 2 * p.1 ^ 2 + w ^ 2 * p.2 ^ 2)]
  exact mul_le_mul (by linarith) (by linarith) (by positivity) (by positivity)

/-- For `Γ > 0` the function `1/(Γ² + x² + y²)²` integrates over the plane to `π/Γ²`. -/
theorem integral_isotropic {Γ : ℝ} (hΓ : 0 < Γ) :
    ∫ p : ℝ × ℝ, ((Γ ^ 2 + p.1 ^ 2 + p.2 ^ 2) ^ 2)⁻¹ = π / Γ ^ 2 := by
  have hrad : ∫ r in Ioi (0 : ℝ), r * ((Γ ^ 2 + r ^ 2) ^ 2)⁻¹ =
      0 - (-(1 / 2) * (Γ ^ 2 + (0 : ℝ) ^ 2)⁻¹) := by
    refine integral_Ioi_of_hasDerivAt_of_nonneg'
      (g := fun r : ℝ => -(1 / 2) * (Γ ^ 2 + r ^ 2)⁻¹) (fun r _ => ?_) (fun r hr => ?_) ?_
    · have h2 : HasDerivAt (fun r : ℝ => Γ ^ 2 + r ^ 2) (2 * r) r := by
        simpa using (hasDerivAt_pow 2 r).const_add (Γ ^ 2)
      refine ((h2.inv (by positivity)).const_mul (-(1 / 2))).congr_deriv ?_
      ring
    · have hr' : 0 < r := hr
      positivity
    · have ht : Tendsto (fun r : ℝ => Γ ^ 2 + r ^ 2) atTop atTop :=
        tendsto_atTop_add_const_left _ _ (tendsto_pow_atTop two_ne_zero)
      have h := (tendsto_inv_atTop_zero.comp ht).const_mul (-(1 / 2) : ℝ)
      rw [mul_zero] at h
      exact h
  have hang : ∫ _ in Ioo (-π) π, (1 : ℝ) = 2 * π := by
    rw [← integral_Ioc_eq_integral_Ioo,
      ← intervalIntegral.integral_of_le (by linarith [Real.pi_pos]),
      intervalIntegral.integral_const, smul_eq_mul]
    ring
  -- polar coordinates separate radius and angle
  calc ∫ p : ℝ × ℝ, ((Γ ^ 2 + p.1 ^ 2 + p.2 ^ 2) ^ 2)⁻¹
      = ∫ p in polarCoord.target, p.1 •
          (fun q : ℝ × ℝ => ((Γ ^ 2 + q.1 ^ 2 + q.2 ^ 2) ^ 2)⁻¹) (polarCoord.symm p) :=
        (integral_comp_polarCoord_symm _).symm
    _ = ∫ p in Ioi (0 : ℝ) ×ˢ Ioo (-π) π, (p.1 * ((Γ ^ 2 + p.1 ^ 2) ^ 2)⁻¹) * (1 : ℝ) := by
        rw [polarCoord_target]
        refine integral_congr_ae (Eventually.of_forall fun p => ?_)
        have h : Γ ^ 2 + (p.1 * Real.cos p.2) ^ 2 + (p.1 * Real.sin p.2) ^ 2 =
            Γ ^ 2 + p.1 ^ 2 := by
          linear_combination p.1 ^ 2 * Real.sin_sq_add_cos_sq p.2
        simp only [polarCoord_symm_apply, h, smul_eq_mul, mul_one]
    _ = (∫ r in Ioi (0 : ℝ), r * ((Γ ^ 2 + r ^ 2) ^ 2)⁻¹) * ∫ _ in Ioo (-π) π, (1 : ℝ) :=
        setIntegral_prod_mul (fun r : ℝ => r * ((Γ ^ 2 + r ^ 2) ^ 2)⁻¹) (fun _ => (1 : ℝ)) _ _
    _ = π / Γ ^ 2 := by
        rw [hrad, hang]
        ring

/-- For positive `Γ`, `v`, `w` the function `1/(Γ² + v²x² + w²y²)²` integrates over the plane to
`π/(v w Γ²)`. -/
theorem integral_cone {Γ v w : ℝ} (hΓ : 0 < Γ) (hv : 0 < v) (hw : 0 < w) :
    ∫ p : ℝ × ℝ, ((Γ ^ 2 + v ^ 2 * p.1 ^ 2 + w ^ 2 * p.2 ^ 2) ^ 2)⁻¹ =
      π / (v * w * Γ ^ 2) := by
  have hint := integrable_cone hΓ one_pos one_pos
  simp only [one_pow, one_mul] at hint
  have hp : ∫ x : ℝ, ∫ y : ℝ, ((Γ ^ 2 + x ^ 2 + y ^ 2) ^ 2)⁻¹ = π / Γ ^ 2 :=
    (integral_prod _ hint).symm.trans (integral_isotropic hΓ)
  -- rescale the two momentum axes one after the other
  calc ∫ p : ℝ × ℝ, ((Γ ^ 2 + v ^ 2 * p.1 ^ 2 + w ^ 2 * p.2 ^ 2) ^ 2)⁻¹
      = ∫ x : ℝ, ∫ y : ℝ, ((Γ ^ 2 + v ^ 2 * x ^ 2 + w ^ 2 * y ^ 2) ^ 2)⁻¹ :=
        integral_prod _ (integrable_cone hΓ hv hw)
    _ = ∫ x : ℝ, ∫ y : ℝ, ((Γ ^ 2 + (v * x) ^ 2 + (w * y) ^ 2) ^ 2)⁻¹ := by
        simp only [mul_pow]
    _ = ∫ x : ℝ, w⁻¹ * ∫ y : ℝ, ((Γ ^ 2 + (v * x) ^ 2 + y ^ 2) ^ 2)⁻¹ := by
        refine integral_congr_ae (Eventually.of_forall fun x => ?_)
        have h := Measure.integral_comp_mul_left
          (fun y : ℝ => ((Γ ^ 2 + (v * x) ^ 2 + y ^ 2) ^ 2)⁻¹) w
        rw [abs_of_pos (inv_pos.2 hw), smul_eq_mul] at h
        exact h
    _ = w⁻¹ * (v⁻¹ * ∫ x : ℝ, ∫ y : ℝ, ((Γ ^ 2 + x ^ 2 + y ^ 2) ^ 2)⁻¹) := by
        have h := Measure.integral_comp_mul_left
          (fun x : ℝ => ∫ y : ℝ, ((Γ ^ 2 + x ^ 2 + y ^ 2) ^ 2)⁻¹) v
        rw [abs_of_pos (inv_pos.2 hv), smul_eq_mul] at h
        rw [integral_const_mul]
        exact congrArg (fun t => w⁻¹ * t) h
    _ = π / (v * w * Γ ^ 2) := by
        rw [hp]
        field_simp

/-- For positive `Γ`, `v`, `w` the heat-current kernel is integrable over the momentum plane and its
integral is `π(v/w + w/v)`, independent of the scattering rate `Γ`. -/
theorem universal_heat_transport {Γ v w : ℝ} (hΓ : 0 < Γ) (hv : 0 < v) (hw : 0 < w) :
    Integrable (fun p : ℝ × ℝ => heatKernel Γ v w p.1 p.2) ∧
      ∫ p : ℝ × ℝ, heatKernel Γ v w p.1 p.2 = π * (v / w + w / v) := by
  have hk : (fun p : ℝ × ℝ => heatKernel Γ v w p.1 p.2) = fun p : ℝ × ℝ =>
      Γ ^ 2 * (v ^ 2 + w ^ 2) * ((Γ ^ 2 + v ^ 2 * p.1 ^ 2 + w ^ 2 * p.2 ^ 2) ^ 2)⁻¹ := by
    funext p
    rw [heatKernel_eq hΓ, div_eq_mul_inv]
  rw [hk]
  refine ⟨(integrable_cone hΓ hv hw).const_mul _, ?_⟩
  rw [integral_const_mul, integral_cone hΓ hv hw]
  field_simp

/-- For positive `Γ`, `v`, `w` the integrated heat-current kernel is at least `2π`, with equality
exactly when the Fermi velocity and the gap velocity coincide. -/
theorem heat_transport_lower_bound {Γ v w : ℝ} (hΓ : 0 < Γ) (hv : 0 < v) (hw : 0 < w) :
    2 * π ≤ ∫ p : ℝ × ℝ, heatKernel Γ v w p.1 p.2 ∧
      (∫ p : ℝ × ℝ, heatKernel Γ v w p.1 p.2 = 2 * π ↔ v = w) := by
  have h : π * (v / w + w / v) = 2 * π + π * (v - w) ^ 2 / (v * w) := by
    field_simp
    ring
  rw [(universal_heat_transport hΓ hv hw).2, h]
  have h0 : 0 ≤ π * (v - w) ^ 2 / (v * w) := by positivity
  refine ⟨by linarith, fun e => ?_, fun e => by simp [e]⟩
  by_contra hne
  have hsub : v - w ≠ 0 := sub_ne_zero.2 hne
  have hpos : 0 < π * (v - w) ^ 2 / (v * w) := by positivity
  linarith

end

end UniversalNodalHeatTransport
```

```lean
#print axioms UniversalNodalHeatTransport.universal_heat_transport
-- 'UniversalNodalHeatTransport.universal_heat_transport' depends on axioms: [propext, Classical.choice, Quot.sound]
#print axioms UniversalNodalHeatTransport.heat_transport_lower_bound
-- 'UniversalNodalHeatTransport.heat_transport_lower_bound' depends on axioms: [propext, Classical.choice, Quot.sound]
```

## What is certified, and for which model

The main theorem, `universal_heat_transport`, takes real numbers `Γ`, `v`, `w` with the hypotheses `0 < Γ`, `0 < v`, `0 < w`. It says that `heatKernel Γ v w` is integrable over `ℝ × ℝ` and that its integral is `π * (v / w + w / v)`. In the integrals, `p.1` is \(x\), `p.2` is \(y\), and the measure is plain \(dx\,dy\) without \((2\pi)^{-2}\). Integrability is stated explicitly, though it also follows from the value: Mathlib assigns zero to the integral of a non-integrable function, and the value here is positive.

The closed form of the integrand is derived from the matrices `green` and `spectral`. The velocity matrices enter as `nodalH v w 1 0` and `nodalH v w 0 1`, which are the momentum derivatives because \(H\) is linear in \(x\) and \(y\). The real part in `heatKernel` discards nothing, since the proof of `heatKernel_eq` shows the summed trace to be real.

The theorem concerns one node, with an exactly linear dispersion continued over the whole plane. The kernel itself is a definition: the file derives neither the Kubo formula nor the temperature dependence of the conductivity. It also takes \(\Gamma\) as given, without an impurity average or a self-consistent self-energy, and includes no vertex corrections. The result is therefore not the full universal thermal conductivity of a d-wave superconductor, but the cancellation of \(\Gamma\) in its bare-bubble momentum integral.

The kernel sums the two current directions at a single node. A code that reports one diagonal component of the conductivity must project the velocities onto that direction and add the nodes, and it must supply its own prefactors before comparing numbers.

The clean limit is to be taken after the integration and, for the conductivity, also after the limit of zero temperature, since the zero-energy kernel requires \(k_BT\ll\Gamma\). As \(\Gamma\to0^+\) the kernel tends to zero at every momentum away from the node, while its integral keeps the same value.
